# The constant-potential reaction energy lies between the constant-charge energies at the two equilibrium electron numbers

Consider a reaction at an electrode that can hold either 0 or 1 extra electron, in contact with a reservoir that supplies electrons at chemical potential \(U = 1\) eV. The initial state has energy 0 eV without the extra electron and 2 eV with it. The final state has energy 3 eV without it and 2 eV with it. The quantity to be minimised is the energy minus \(U\) for each extra electron, so the initial state compares 0 with \(2 - 1 = 1\) and stays without the electron, while the final state compares 3 with \(2 - 1 = 1\) and takes it up. The reaction energy at constant potential is therefore \(1 - 0 = 1\) eV.

At constant charge the reaction costs \(3 - 0 = 3\) eV without the extra electron and \(2 - 2 = 0\) eV with it. The first value is too high by 2 eV, because the final state is held at an electron number that does not suit it. The second is too low by 1 eV, because now the initial state is held at the wrong number and starts too high in energy. The constant-potential value lies between them.

## Each minimiser as a trial number for the other state

Let \(S\) be the set of admissible electron numbers, and let \(E_i(N)\) and \(E_f(N)\) be the energies of the initial and final states with \(N\) electrons. Suppose that \(N_i\) minimises \(E_i(N) - NU\) on \(S\) and that \(N_f\) minimises \(E_f(N) - NU\) on \(S\). With thermal fluctuations of the electron number neglected, the two minimum values are the grand potentials \(\Omega_i\) and \(\Omega_f\), and the constant-potential reaction energy is

\[
\Delta\Omega = \Omega_f - \Omega_i = \bigl[E_f(N_f) - N_f U\bigr] - \bigl[E_i(N_i) - N_i U\bigr].
\]

Write \(\Delta E(N) = E_f(N) - E_i(N)\) for the reaction energy at constant electron number. This is the reaction energy at constant charge when both states contain the same nuclei; if they do not, "constant charge" in this text still means constant electron number. The claim is

\[
\Delta E(N_f) \le \Delta\Omega \le \Delta E(N_i).
\]

For the upper bound, use \(N_i\) as a trial number for the final state. Since \(N_f\) is a minimiser there, \(\Omega_f \le E_f(N_i) - N_i U\). Subtracting \(\Omega_i = E_i(N_i) - N_i U\) cancels the reservoir terms:

\[
\Delta\Omega \le E_f(N_i) - N_i U - E_i(N_i) + N_i U = \Delta E(N_i).
\]

For the lower bound, use \(N_f\) as a trial number for the initial state, which gives \(\Omega_i \le E_i(N_f) - N_f U\). Hence

\[
\Delta\Omega \ge E_f(N_f) - N_f U - E_i(N_f) + N_f U = \Delta E(N_f).
\]

The gap in the upper bound is

\[
\Delta E(N_i) - \Delta\Omega = \bigl[E_f(N_i) - N_i U\bigr] - \Omega_f .
\]

It vanishes exactly when \(N_i\) already reaches the minimum of the final state. This does not force \(N_i = N_f\), since the final state may have several minimisers. In the same way, the lower bound is attained exactly when \(N_f\) also minimises \(E_i(N) - NU\).

In simulation practice, this says on which side a constant-charge calculation errs when it is made at the equilibrium electron number of the initial or of the final state and used for a reaction at fixed potential, provided that both states have a minimising electron number in the same admissible set.

## The size of the gap for a capacitor

The gap can be computed when the energy is quadratic,

\[
E(N) = e + \frac{(N - n)^2}{2C}, \qquad C > 0,
\]

where \(n\) is the neutral electron number, \(e\) is the energy at neutrality (not the elementary charge) and \(C\) is the capacitance. Because \(N\) counts electrons, \(C\) has the unit of inverse energy: it is the usual capacitance divided by the square of the elementary charge.

Put \(N^* = n + CU\), so that \(N - n = (N - N^*) + CU\). Expanding the square gives

\[
\frac{(N-n)^2}{2C} = \frac{(N-N^*)^2}{2C} + U(N - N^*) + \frac{CU^2}{2}.
\]

After subtraction of \(NU\), the terms linear in \(N\) cancel:

\[
E(N) - NU = \Bigl[e + \frac{CU^2}{2} - N^*U\Bigr] + \frac{(N-N^*)^2}{2C}.
\]

The bracket is the value at \(N^*\), which is therefore the only minimiser over the real numbers. Now give the two states capacitances \(C_i\) and \(C_f\). Inserting \(N_i\) into the final state's parabola, and \(N_f\) into the initial state's, yields

\[
\Delta E(N_i) - \Delta\Omega = \frac{(N_i - N_f)^2}{2C_f}, \qquad
\Delta\Omega - \Delta E(N_f) = \frac{(N_f - N_i)^2}{2C_i}.
\]

If \(C_i = C_f\), the two errors have the same size, and \(\Delta\Omega = \tfrac12\bigl[\Delta E(N_i) + \Delta E(N_f)\bigr]\).

## Grand potentials as infima

The formal development works with arbitrary real functions of a real electron number.

```lean
import Mathlib

namespace ConstantPotentialReaction

noncomputable section
```

The quantity to be minimised is \(E(N) - NU\). Here `U` is the chemical potential of the electrons, an energy. It is not the electrode potential in volts, which runs in the opposite direction.

```lean
/-- The energy `E(N) - N U` of a system with `N` electrons in contact with an electron
reservoir of chemical potential `U`. -/
def grandEnergy (E : ℝ → ℝ) (U N : ℝ) : ℝ := E N - N * U
```

An equilibrium electron number has to be admissible and has to minimise this quantity over `S`. The set may be all real numbers, an interval or the integers, and it is shared by the two states.

```lean
/-- `N` is an equilibrium electron number at potential `U`: it is admissible and minimises
`E(N) - N U` over the set `S` of admissible electron numbers. -/
def IsEquilibrium (S : Set ℝ) (E : ℝ → ℝ) (U N : ℝ) : Prop :=
  N ∈ S ∧ ∀ M ∈ S, grandEnergy E U N ≤ grandEnergy E U M
```

The grand potential is defined as an infimum, without reference to a minimiser.

```lean
/-- The grand potential: the infimum of `E(N) - N U` over the admissible electron numbers,
meant for nonempty `S` on which `E(N) - N U` is bounded below. -/
def grandPotential (S : Set ℝ) (E : ℝ → ℝ) (U : ℝ) : ℝ :=
  sInf (grandEnergy E U '' S)
```

The reaction energy \(\Delta\Omega\) is the difference of two such infima. It therefore does not depend on which minimiser is picked when there are several, and every choice gives valid bounds.

```lean
/-- The constant-potential reaction energy: the grand potential of the final state minus that
of the initial state, meant for states whose grand potentials are finite. -/
def reactionEnergy (S : Set ℝ) (Ei Ef : ℝ → ℝ) (U : ℝ) : ℝ :=
  grandPotential S Ef U - grandPotential S Ei U
```

The constant-charge reaction energy \(\Delta E(N)\) compares both states at the same electron number.

```lean
/-- The reaction energy at constant electron number `N`. -/
def fixedChargeEnergy (Ei Ef : ℝ → ℝ) (N : ℝ) : ℝ := Ef N - Ei N
```

The capacitor energy has the parameters introduced above. In the Lean names only the case of the letter separates the neutral number `ni` from the equilibrium number `Ni`. The formula has no term linear in \(N - n\), so a state is neutral at \(U = 0\), and for two such states `U` is measured from a common potential of zero charge. If their neutral numbers also agree, as they do when the reaction keeps all nuclei in the cell, equal capacitances give \(N_i = N_f\) and both errors vanish. States with different potentials of zero charge are covered by reading \(n\) and \(e\) as the position and the height of the parabola's minimum. If \(n_0\) is the neutral number and \(e_0\) the energy there, the energy \(e_0 + \mu(N - n_0) + (N - n_0)^2/(2C)\) has the form above with \(n = n_0 - C\mu\) and \(e = e_0 - C\mu^2/2\), and the state is neutral at \(U = \mu\).

```lean
/-- The energy of a capacitor-like electrode with neutral electron number `n`, energy `e` at
neutrality and capacitance `C ≠ 0`. -/
def capacitorEnergy (e n C N : ℝ) : ℝ := e + (N - n) ^ 2 / (2 * C)
```

The first lemma connects the infimum with the attained minimum. It shows that the value at `N` is the least element of the set of all values: it belongs to the set because `N` is admissible, and it lies below every other element because `N` is a minimiser. The infimum of a set with a least element is that element.

```lean
/-- At an equilibrium electron number the grand potential is the value of `E(N) - N U`. -/
theorem grandPotential_eq {S : Set ℝ} {E : ℝ → ℝ} {U N : ℝ}
    (h : IsEquilibrium S E U N) : grandPotential S E U = grandEnergy E U N := by
  have hleast : IsLeast (grandEnergy E U '' S) (grandEnergy E U N) := by
    refine ⟨⟨N, h.1, rfl⟩, ?_⟩
    rintro _ ⟨M, hM, rfl⟩
    exact h.2 M hM
  exact hleast.csInf_eq
```

## The two bounds and when they are attained

The main theorem assumes that `Ni` is an equilibrium number of the initial state and `Nf` one of the final state, at the same `U` and over the same `S`. Nothing is assumed about continuity or convexity of the energies. The existence of the minimisers is a hypothesis, which stands for an electrode that settles at a definite charge in each state. The conclusion has three parts: the lower bound, the upper bound, and the equivalence for equality in the upper one.

```lean
/-- If `Ni` and `Nf` are equilibrium electron numbers of the initial and final states, the
constant-potential reaction energy lies between the constant-charge reaction energies at `Nf`
and at `Ni`. It equals the one at `Ni` exactly when `Ni` is also an equilibrium electron number
of the final state. -/
theorem reactionEnergy_bounds {S : Set ℝ} {Ei Ef : ℝ → ℝ} {U Ni Nf : ℝ}
    (hi : IsEquilibrium S Ei U Ni) (hf : IsEquilibrium S Ef U Nf) :
    fixedChargeEnergy Ei Ef Nf ≤ reactionEnergy S Ei Ef U ∧
    reactionEnergy S Ei Ef U ≤ fixedChargeEnergy Ei Ef Ni ∧
    (reactionEnergy S Ei Ef U = fixedChargeEnergy Ei Ef Ni ↔ IsEquilibrium S Ef U Ni) := by
  -- each minimiser serves as a trial electron number for the other state
  have h1 := hi.2 Nf hf.1
  have h2 := hf.2 Ni hi.1
  have hR : reactionEnergy S Ei Ef U = grandEnergy Ef U Nf - grandEnergy Ei U Ni := by
    rw [reactionEnergy, grandPotential_eq hi, grandPotential_eq hf]
  rw [hR]
  refine ⟨?_, ?_, ?_, ?_⟩
  · simp only [grandEnergy, fixedChargeEnergy] at *
    linarith
  · simp only [grandEnergy, fixedChargeEnergy] at *
    linarith
  · -- equality means that `Ni` already reaches the minimum of the final state
    intro h
    refine ⟨hi.1, fun M hM => ?_⟩
    have h3 := hf.2 M hM
    simp only [grandEnergy, fixedChargeEnergy] at h h3 ⊢
    linarith
  · intro h
    have h3 := h.2 Nf hf.1
    simp only [grandEnergy, fixedChargeEnergy] at h2 h3 ⊢
    linarith
```

The facts `h1` and `h2` are the two trial inequalities, with `Nf` tried in the initial state and `Ni` in the final state. The equation `hR` writes \(\Delta\Omega\) through the attained minima. Once the definitions are unfolded, `linarith` cancels the reservoir terms, using `h1` for the lower bound and `h2` for the upper.

The equivalence is proved in its two directions. If equality holds, the final state has the same value of \(E_f(N) - NU\) at `Ni` as at `Nf`, so `Ni` lies below every admissible `M` as well. Conversely, if `Ni` is an equilibrium number of the final state, the minimum property of `Ni` and that of `Nf` give inequalities in both directions, and the two values agree.

Equality in the lower bound follows from the reverse reaction. Exchanging the initial and final states changes the sign of both reaction energies and turns the lower bound into the upper one, so the third part of the main theorem can be applied with `hf` and `hi` exchanged.

```lean
/-- For equilibrium electron numbers `Ni` and `Nf` of the initial and final states, the
constant-potential reaction energy equals the constant-charge one at `Nf` exactly when `Nf` is
also an equilibrium electron number of the initial state. -/
theorem reactionEnergy_eq_lower_iff {S : Set ℝ} {Ei Ef : ℝ → ℝ} {U Ni Nf : ℝ}
    (hi : IsEquilibrium S Ei U Ni) (hf : IsEquilibrium S Ef U Nf) :
    reactionEnergy S Ei Ef U = fixedChargeEnergy Ei Ef Nf ↔ IsEquilibrium S Ei U Nf := by
  -- the reverse reaction exchanges the two bounds
  have h := (reactionEnergy_bounds hf hi).2.2
  rw [← h]
  simp only [reactionEnergy, fixedChargeEnergy]
  constructor <;> intro h' <;> linarith
```

To use these bounds for a real interface, one must still identify `Ei` and `Ef` with its energies. In a charged supercell this means that the energy of the compensating charge is treated properly and that `U` refers to the same zero of potential as the computed energies, for both states and at every electron number. The theorems take the two functions as given.

## Capacitor energies and the exact errors

The completed square is an identity that needs only \(C \ne 0\). Clearing the denominators and comparing polynomials proves it.

```lean
/-- For a capacitor with `C ≠ 0`, `E(N) - N U` is its value at `n + C U` plus the charging
energy of the deviation from `n + C U`. -/
theorem capacitor_grandEnergy (e n U N : ℝ) {C : ℝ} (hC : C ≠ 0) :
    grandEnergy (capacitorEnergy e n C) U N =
      grandEnergy (capacitorEnergy e n C) U (n + C * U) + (N - (n + C * U)) ^ 2 / (2 * C) := by
  simp only [grandEnergy, capacitorEnergy]
  field_simp
  ring
```

A positive capacitance turns the identity into a statement about minima. The admissible set is now `Set.univ`, all real numbers, so fractional and even negative electron numbers are allowed. This is an idealisation of an electrode whose charge varies continuously.

```lean
/-- A capacitor of positive capacitance has exactly one equilibrium electron number,
`n + C U`, when all real electron numbers are admissible. -/
theorem capacitor_equilibrium_iff (e n U N : ℝ) {C : ℝ} (hC : 0 < C) :
    IsEquilibrium Set.univ (capacitorEnergy e n C) U N ↔ N = n + C * U := by
  constructor
  · intro h
    have h1 := h.2 (n + C * U) (Set.mem_univ _)
    rw [capacitor_grandEnergy e n U N hC.ne'] at h1
    by_contra hne
    have h2 : 0 < (N - (n + C * U)) ^ 2 / (2 * C) :=
      div_pos (pow_pos_of_ne (sub_ne_zero.mpr hne)) (by linarith)
    linarith
  · rintro rfl
    refine ⟨Set.mem_univ _, fun M _ => ?_⟩
    rw [capacitor_grandEnergy e n U M hC.ne']
    have h2 : 0 ≤ (M - (n + C * U)) ^ 2 / (2 * C) := by positivity
    linarith
where
  pow_pos_of_ne {x : ℝ} (hx : x ≠ 0) : 0 < x ^ 2 := by positivity
```

In the forward direction, an equilibrium number different from \(n + CU\) would have a strictly positive charging term, and \(n + CU\) would then lie lower, which is a contradiction. In the reverse direction, the charging term of any `M` is nonnegative, so no `M` lies below \(n + CU\).

The next theorem gives the two errors with their signs. The capacitances may differ, and so may the neutral numbers and the energies at neutrality.

```lean
/-- Let all real electron numbers be admissible. For capacitors of positive capacitances `Ci` and
`Cf` with equilibrium electron numbers `Ni` and `Nf`, the constant-charge energy at `Ni` is too high
by `(Ni - Nf)² / (2 Cf)` and the one at `Nf` too low by `(Nf - Ni)² / (2 Ci)`. -/
theorem capacitor_fixedCharge_errors {ei ni Ci ef nf Cf U Ni Nf : ℝ}
    (hCi : 0 < Ci) (hCf : 0 < Cf)
    (hi : IsEquilibrium Set.univ (capacitorEnergy ei ni Ci) U Ni)
    (hf : IsEquilibrium Set.univ (capacitorEnergy ef nf Cf) U Nf) :
    fixedChargeEnergy (capacitorEnergy ei ni Ci) (capacitorEnergy ef nf Cf) Ni
        - reactionEnergy Set.univ (capacitorEnergy ei ni Ci) (capacitorEnergy ef nf Cf) U
      = (Ni - Nf) ^ 2 / (2 * Cf) ∧
    reactionEnergy Set.univ (capacitorEnergy ei ni Ci) (capacitorEnergy ef nf Cf) U
        - fixedChargeEnergy (capacitorEnergy ei ni Ci) (capacitorEnergy ef nf Cf) Nf
      = (Nf - Ni) ^ 2 / (2 * Ci) := by
  have kf := capacitor_grandEnergy ef nf U Ni hCf.ne'
  have ki := capacitor_grandEnergy ei ni U Nf hCi.ne'
  rw [← (capacitor_equilibrium_iff ef nf U Nf hCf).1 hf] at kf
  rw [← (capacitor_equilibrium_iff ei ni U Ni hCi).1 hi] at ki
  rw [reactionEnergy, grandPotential_eq hi, grandPotential_eq hf]
  simp only [grandEnergy, fixedChargeEnergy] at kf ki ⊢
  constructor
  · linear_combination kf
  · linear_combination ki
```

The identity `kf` is the final state's completed square evaluated at `Ni`, and `ki` is the initial state's evaluated at `Nf`. The uniqueness result replaces each \(n + CU\) by the corresponding equilibrium number. After the grand potentials are written as attained minima, each error is a rearrangement of one of these identities. The upper error contains \(C_f\) because it is the final state that is held away from its own equilibrium; for the lower error it is the initial state, hence \(C_i\).

With a common capacitance, half the difference of the two error equations gives the mean.

```lean
/-- Let all real electron numbers be admissible. For capacitors of equal positive capacitance, the
constant-potential reaction energy is the mean of the constant-charge reaction energies at the two
equilibrium electron numbers. -/
theorem capacitor_reactionEnergy_eq_mean {ei ni ef nf C U Ni Nf : ℝ} (hC : 0 < C)
    (hi : IsEquilibrium Set.univ (capacitorEnergy ei ni C) U Ni)
    (hf : IsEquilibrium Set.univ (capacitorEnergy ef nf C) U Nf) :
    reactionEnergy Set.univ (capacitorEnergy ei ni C) (capacitorEnergy ef nf C) U =
      (fixedChargeEnergy (capacitorEnergy ei ni C) (capacitorEnergy ef nf C) Ni
        + fixedChargeEnergy (capacitorEnergy ei ni C) (capacitorEnergy ef nf C) Nf) / 2 := by
  -- the two errors have equal size and opposite sign
  obtain ⟨h1, h2⟩ := capacitor_fixedCharge_errors hC hC hi hf
  linear_combination (h2 - h1) / 2

end

end ConstantPotentialReaction
```

```lean
#print axioms ConstantPotentialReaction.reactionEnergy_bounds
-- 'ConstantPotentialReaction.reactionEnergy_bounds' depends on axioms: [propext, Classical.choice, Quot.sound]
#print axioms ConstantPotentialReaction.reactionEnergy_eq_lower_iff
-- 'ConstantPotentialReaction.reactionEnergy_eq_lower_iff' depends on axioms: [propext, Classical.choice, Quot.sound]
#print axioms ConstantPotentialReaction.capacitor_reactionEnergy_eq_mean
-- 'ConstantPotentialReaction.capacitor_reactionEnergy_eq_mean' depends on axioms: [propext, Classical.choice, Quot.sound]
```

For two quadratic states of equal positive capacitance whose electron number varies over all real numbers, the constant-potential reaction energy is thus the mean of two constant-charge ones, taken at the equilibrium numbers belonging to the chosen \(U\). With unequal capacitances the mean is off by half the difference of the two errors, and it is exact only if \(N_i = N_f\).
